# Counting the ways to couple spins one half by a recursion on the last spin added

When spins one half are coupled one at a time, each new spin raises or lowers the total spin by one half, and a branching path records these choices. The theorem `card_last_step` counts the paths that add `n + 1` spins and take twice the total spin from `a` to a given end value. For end value 0 the count equals that of the `n`-spin paths ending at 1, and for end value `m + 1` it is the sum of the counts for `m` and `m + 2`. This is pure counting for finitely many spins, with twice the total spin kept a natural number, and no Hamiltonian enters. The proof is by induction on `n`: the base case compares explicit zero-step counts, and the inductive step expands the first coupling and leaves the arithmetic to `omega`.

In Lean, a first try:

```lean
import Mathlib

open scoped Nat

namespace FirstPairSinglet

/-- Branching paths that couple `n` further spins one half, one at a time, and take twice the
total spin from `a` to `m`; `true` raises the total spin by one half, `false` lowers it. -/
def branchingPaths : ℕ → ℕ → ℕ → Finset (List Bool)
  | 0, a, m => if a = m then {[]} else ∅
  | n + 1, 0, m => (branchingPaths n 1 m).image (List.cons true)
  | n + 1, a + 1, m =>
      (branchingPaths n (a + 2) m).image (List.cons true) ∪
        (branchingPaths n a m).image (List.cons false)

lemma card_zero (a m : ℕ) : (branchingPaths 0 a m).card = if a = m then 1 else 0 := by
  rw [branchingPaths]
  split_ifs <;> rfl

lemma card_zero_congr {a m b k : ℕ} (h : a = m ↔ b = k) :
    (branchingPaths 0 a m).card = (branchingPaths 0 b k).card := by
  simp only [card_zero, h]

lemma card_zero_ne {a m : ℕ} (h : a ≠ m) : (branchingPaths 0 a m).card = 0 := by
  rw [card_zero, if_neg h]

lemma card_first_zero (n m : ℕ) :
    (branchingPaths (n + 1) 0 m).card = (branchingPaths n 1 m).card := by
  rw [branchingPaths]
  exact Finset.card_image_of_injective _ List.cons_injective

lemma card_first_succ (n a m : ℕ) :
    (branchingPaths (n + 1) (a + 1) m).card =
      (branchingPaths n (a + 2) m).card + (branchingPaths n a m).card := by
  rw [branchingPaths, Finset.card_union_of_disjoint,
    Finset.card_image_of_injective _ List.cons_injective,
    Finset.card_image_of_injective _ List.cons_injective]
  refine Finset.disjoint_left.2 fun l h1 h2 => ?_
  obtain ⟨x, _, rfl⟩ := Finset.mem_image.1 h1
  obtain ⟨y, _, h⟩ := Finset.mem_image.1 h2
  simp at h

/-- Genealogical recursion: the number of `(n + 1)`-step paths from `a` to a given end point is the
sum of the numbers of `n`-step paths from `a` to its nonnegative neighbours. -/
theorem card_last_step (n : ℕ) : ∀ a : ℕ,
    (branchingPaths (n + 1) a 0).card = (branchingPaths n a 1).card ∧
    ∀ m, (branchingPaths (n + 1) a (m + 1)).card =
      (branchingPaths n a m).card + (branchingPaths n a (m + 2)).card := by
  induction n with
  | zero =>
    intro a
    cases a with
    | zero =>
      refine ⟨?_, fun m => ?_⟩ <;> rw [card_first_zero] <;> repeat rw [card_zero]
      all_goals (split_ifs <;> omega)
    | succ a =>
      refine ⟨?_, fun m => ?_⟩ <;> rw [card_first_succ] <;> repeat rw [card_zero]
      all_goals (split_ifs <;> omega)
  | succ n ih =>
    intro a
    -- expand the first step on both sides and use the recursion for the shorter path
    cases a with
    | zero =>
      refine ⟨?_, fun m => ?_⟩
      · have h1 := card_first_zero (n + 1) 0
        have h2 := card_first_zero n 1
        have h3 := (ih 1).1
        omega
      · have h1 := card_first_zero (n + 1) (m + 1)
        have h2 := card_first_zero n m
        have h3 := card_first_zero n (m + 2)
        have h4 := (ih 1).2 m
        omega
    | succ a =>
      refine ⟨?_, fun m => ?_⟩
      · have h1 := card_first_succ (n + 1) a 0
        have h2 := card_first_succ n a 1
        have h3 := (ih (a + 2)).1
        have h4 := (ih a).1
        omega
      · have h1 := card_first_succ (n + 1) a (m + 1)
        have h2 := card_first_succ n a m
        have h3 := card_first_succ n a (m + 2)
        have h4 := (ih (a + 2)).2 m
        have h5 := (ih a).2 m
        omega

end FirstPairSinglet
```

Messages:

```
Main.lean:55:31: error: omega could not prove the goal:
No usable constraints found. You may need to unfold definitions so `omega` can see linear arithmetic facts about `Nat` and `Int`, which may also involve multiplication, division, and modular remainder by constants.
Main.lean:58:31: error: omega could not prove the goal:
No usable constraints found. You may need to unfold definitions so `omega` can see linear arithmetic facts about `Nat` and `Int`, which may also involve multiplication, division, and modular remainder by constants.
Main.lean:58:31: error: omega could not prove the goal:
a possible counterexample may satisfy the constraints
  b ≥ 1
where
 b := ↑a
```

Fix (accepted with no message):

```diff
@@ -52,9 +52,20 @@
     cases a with
     | zero =>
-      refine ⟨?_, fun m => ?_⟩ <;> rw [card_first_zero] <;> repeat rw [card_zero]
-      all_goals (split_ifs <;> omega)
+      refine ⟨(card_first_zero 0 0).trans (card_zero_congr (by omega)), fun m => ?_⟩
+      have h2 : (branchingPaths 0 1 (m + 1)).card = (branchingPaths 0 0 m).card :=
+        card_zero_congr (by omega)
+      have h3 : (branchingPaths 0 0 (m + 2)).card = 0 := card_zero_ne (by omega)
+      rw [card_first_zero, h2, h3, add_zero]
     | succ a =>
-      refine ⟨?_, fun m => ?_⟩ <;> rw [card_first_succ] <;> repeat rw [card_zero]
-      all_goals (split_ifs <;> omega)
+      refine ⟨?_, fun m => ?_⟩
+      · have h2 : (branchingPaths 0 (a + 2) 0).card = 0 := card_zero_ne (by omega)
+        have h3 : (branchingPaths 0 a 0).card = (branchingPaths 0 (a + 1) 1).card :=
+          card_zero_congr (by omega)
+        rw [card_first_succ, h2, h3, zero_add]
+      · have h2 : (branchingPaths 0 (a + 2) (m + 1)).card =
+            (branchingPaths 0 (a + 1) m).card := card_zero_congr (by omega)
+        have h3 : (branchingPaths 0 a (m + 1)).card =
+            (branchingPaths 0 (a + 1) (m + 2)).card := card_zero_congr (by omega)
+        rw [card_first_succ, h2, h3]
   | succ n ih =>
     intro a
```

Cause. All three errors lie in the base case, where `card_zero` turns each zero-step count into an `if`, `split_ifs` separates the cases, and `omega` must close each one. In two cases `omega` found no usable constraints, and in the third it knew only that `a ≥ 1`, which contradicts nothing.

The messages don't show the goals that were left. They fit cases that assume an impossible equation, such as `a + 2 = 0`, which `split_ifs` had already simplified to `False`. The count is then wrongly 1, and a hypothesis `False` gives `omega` no arithmetic to refute the case with.

The repair drops `split_ifs` and compares the counts directly. `card_zero_ne` makes a count zero once its endpoints are shown to differ, and `card_zero_congr` equates two counts once their endpoint equations are shown equivalent. `omega` now has to prove only these plain statements about natural numbers, and `rw` or `.trans` puts the results together.
